# Dislocation pairs with weight \(r^{-p}\) outside a core \(a\) in the plane: mean square separation \(a^2(p-2)/(p-4)\) for \(p>4\)

The separation of a dislocation pair is modelled here as a vector \(x\) in the Euclidean plane, not as a distance \(r\) on a half-line. The averages are therefore area integrals, and the factor \(r\) that appears in the radial integrals is derived. Separations are restricted to \(\|x\|>a\), where the core size \(a>0\) stands for the distance below which elasticity theory no longer describes the pair. A pair at distance \(r=\|x\|\) has weight \(r^{-p}\), with a real exponent \(p\). This weight can be normalised exactly when \(p>2\), and its second moment is finite exactly when \(p>4\). In the latter case

\[
\langle r^2\rangle=\frac{\int_a^\infty r^{3-p}\,dr}{\int_a^\infty r^{1-p}\,dr}=a^2\,\frac{p-2}{p-4},
\]

which is \((p-2)/(p-4)\) when lengths are measured in units of the core size.

```lean
import Mathlib

open MeasureTheory MeasureTheory.Measure Set

namespace DislocationUnbinding

noncomputable section
```

## Separation vectors, core and average

The plane is the two-dimensional real Euclidean space, with its usual norm and area measure.

```lean
/-- The plane of separation vectors of a dislocation pair. -/
abbrev Plane := EuclideanSpace ℝ (Fin 2)
```

The allowed separations fill the region outside a disc of radius \(a\). The bounding circle is left out, but it has zero area and affects no integral.

```lean
/-- The separation vectors longer than the core size `a`. -/
def outside (a : ℝ) : Set Plane := {x | a < ‖x‖}
```

For a weight \(w(r)\) that depends on distance only, the mean square separation is

\[
\langle r^2\rangle_w=\frac{\int_{\|x\|>a}\|x\|^2\,w(\|x\|)\,d^2x}{\int_{\|x\|>a}w(\|x\|)\,d^2x}.
\]

The weight need not be normalised, since the denominator does that. Lean assigns the value 0 to the integral of a non-integrable function, so a divergent second moment cannot be read off from this quotient. Divergence is expressed below through the separate predicate `IntegrableOn`.

```lean
/-- The mean square separation of pairs outside the core `a` with statistical weight `w r`.
Its domain is the weights with a nonzero integral and an integrable second moment. -/
def meanSquareSeparation (a : ℝ) (w : ℝ → ℝ) : ℝ :=
  (∫ x in outside a, ‖x‖ ^ 2 * w ‖x‖) / ∫ x in outside a, w ‖x‖
```

The power law has a physical source. Two dislocations with opposite Burgers vectors attract each other with an energy that grows logarithmically with distance. Let \(E_0\) be the energy at \(r=a\), \(J\) the strength of the attraction, and \(T\) the temperature in energy units, so that Boltzmann's constant is 1. The weight is then

\[
w(r)=\exp\!\left(-\frac{E_0+J\log(r/a)}{T}\right).
\]

The logarithmic energy is postulated here; it is not derived from elasticity.

```lean
/-- The Boltzmann weight of a pair with core energy `E₀` and logarithmic attraction `J log (r/a)`
at temperature `T` in energy units. Its domain is `T > 0`, `a > 0`, `r > 0`. -/
def boltzmannWeight (E₀ J T a r : ℝ) : ℝ :=
  Real.exp (-(E₀ + J * Real.log (r / a)) / T)
```

## From the plane to the half-line

The lemmas used below to rewrite integrals over the outer region ask for it to be measurable. It is, because it is defined by a strict inequality between a constant and the norm.

```lean
/-- The region outside the core is measurable. -/
theorem measurableSet_outside (a : ℝ) : MeasurableSet (outside a) :=
  measurableSet_lt measurable_const measurable_norm
```

A disc of radius \(r\) has area \(\pi r^2\), so a ring of width \(dr\) has area \(2\pi r\,dr\). For a function \(f\) of the distance this gives

\[
\int_{\|x\|>a} f(\|x\|)\,d^2x=2\pi\int_a^\infty r\,f(r)\,dr .
\]

Mathlib has the corresponding formula for radial functions on a whole space of dimension \(d\), with the factor \(r^{d-1}\). To apply it outside the core, \(f\) is replaced by the function that equals \(f\) for \(r>a\) and vanishes otherwise. The first lemma records that for \(d=2\) the factor is \(r\), and that it can be moved inside the cut-off.

```lean
/-- In the plane the radial measure contributes one factor of `r`, also for a function
cut off at the core. -/
private theorem radial_indicator (a : ℝ) (f : ℝ → ℝ) :
    (fun y : ℝ => y ^ (Module.finrank ℝ Plane - 1) • (Ioi a).indicator f y) =
      (Ioi a).indicator (fun r => r * f r) := by
  ext y
  by_cases h : a < y <;> simp [Set.indicator, h]
```

Convergence comes before value. A radial function is integrable outside the core exactly when \(r f(r)\) is integrable on \((a,\infty)\). The general formula produces an integral over \((0,\infty)\), and the cut-off reduces this to \((a,\infty)\) because \(a\ge 0\).

```lean
/-- A radial function is integrable over the plane outside a core of radius `a ≥ 0` exactly when
`r f(r)` is integrable over `r > a`. -/
theorem integrable_radial {a : ℝ} (ha : 0 ≤ a) (f : ℝ → ℝ) :
    IntegrableOn (fun x : Plane => f ‖x‖) (outside a) ↔
      IntegrableOn (fun r => r * f r) (Ioi a) := by
  have h := integrable_fun_norm_addHaar (μ := (volume : Measure Plane))
    (f := (Ioi a).indicator f)
  rw [radial_indicator, IntegrableOn, integrable_indicator_iff (s := Ioi a) measurableSet_Ioi,
    IntegrableOn, Measure.restrict_restrict measurableSet_Ioi,
    inter_eq_left.mpr (Ioi_subset_Ioi ha)] at h
  rw [← integrable_indicator_iff (measurableSet_outside a)]
  exact h
```

The value follows in the same way. In the general formula the constant is the dimension times the volume of the unit ball, here \(2\cdot\pi\), which is the full angle. The line `hb` supplies the area \(\pi\) of the unit disc.

```lean
/-- The integral of a radial function over the plane outside a core of radius `a ≥ 0` is
`2π` times the integral of `r f(r)` over `r > a`. -/
theorem integral_radial {a : ℝ} (ha : 0 ≤ a) (f : ℝ → ℝ) :
    ∫ x in outside a, f ‖x‖ = 2 * Real.pi * ∫ r in Ioi a, r * f r := by
  have hb : (volume : Measure Plane).real (Metric.ball 0 1) = Real.pi := by
    simp [Measure.real, EuclideanSpace.volume_ball_fin_two, Real.pi_pos.le]
  have h := integral_fun_norm_addHaar (μ := (volume : Measure Plane)) ((Ioi a).indicator f)
  rw [radial_indicator, setIntegral_indicator measurableSet_Ioi,
    inter_eq_right.mpr (Ioi_subset_Ioi ha), finrank_euclideanSpace_fin, hb] at h
  rw [← integral_indicator (measurableSet_outside a)]
  refine Eq.trans h ?_
  rw [nsmul_eq_mul, smul_eq_mul]
  push_cast
  ring
```

## Two powers and two thresholds

For the normalisation \(f(r)=r^{-p}\), and the radial integrand is

\[
r\cdot r^{-p}=r^{1-p}.
\]

```lean
private theorem norm_power {r : ℝ} (hr : 0 < r) (p : ℝ) : r * r ^ (-p) = r ^ (1 - p) := by
  rw [show 1 - p = 1 + -p by ring, Real.rpow_add hr, Real.rpow_one]
```

For the second moment \(f(r)=r^2r^{-p}\), and the integrand is

\[
r\cdot r^2\cdot r^{-p}=r^{3-p}.
\]

Both identities are stated for \(r>0\), where real powers obey the addition rule for exponents.

```lean
private theorem moment_power {r : ℝ} (hr : 0 < r) (p : ℝ) :
    r * (r ^ 2 * r ^ (-p)) = r ^ (3 - p) := by
  rw [show 3 - p = ((3 : ℕ) : ℝ) + -p by push_cast; ring, Real.rpow_add hr, Real.rpow_natCast]
  ring
```

For a real exponent \(s\neq-1\) and an upper limit \(R>a\),

\[
\int_a^R r^s\,dr=\frac{R^{s+1}-a^{s+1}}{s+1},
\]

while \(s=-1\) gives \(\log(R/a)\). As \(R\to\infty\) the limit is finite exactly when \(s<-1\). With \(s=1-p\) the condition reads \(p>2\).

In the proof, `integrable_radial` passes to the half-line, `norm_power` combines the powers, and `integrableOn_Ioi_rpow_iff` is the criterion \(s<-1\). The last line rearranges the inequality.

```lean
/-- For a core size `a > 0`, the pair weight `r^(-p)` is normalizable in the plane exactly
when `p > 2`. -/
theorem normalizable_iff {a : ℝ} (ha : 0 < a) (p : ℝ) :
    IntegrableOn (fun x : Plane => ‖x‖ ^ (-p)) (outside a) ↔ 2 < p := by
  refine (integrable_radial ha.le (fun r => r ^ (-p))).trans ?_
  refine (integrableOn_congr_fun
    (fun r (hr : r ∈ Ioi a) => norm_power (ha.trans (mem_Ioi.1 hr)) p)
    measurableSet_Ioi).trans ?_
  rw [integrableOn_Ioi_rpow_iff ha]
  constructor <;> intro h <;> linarith
```

With \(s=3-p\) the same argument gives \(p>4\). The extra factor \(r^2\) raises the threshold by two.

```lean
/-- For a core size `a > 0`, the second moment of the pair weight `r^(-p)` is integrable in the
plane exactly when `p > 4`. -/
theorem secondMoment_iff {a : ℝ} (ha : 0 < a) (p : ℝ) :
    IntegrableOn (fun x : Plane => ‖x‖ ^ 2 * ‖x‖ ^ (-p)) (outside a) ↔ 4 < p := by
  refine (integrable_radial ha.le (fun r => r ^ 2 * r ^ (-p))).trans ?_
  refine (integrableOn_congr_fun
    (fun r (hr : r ∈ Ioi a) => moment_power (ha.trans (mem_Ioi.1 hr)) p)
    measurableSet_Ioi).trans ?_
  rw [integrableOn_Ioi_rpow_iff ha]
  constructor <;> intro h <;> linarith
```

## The mean square separation for \(p>4\)

Both integrals now converge, and only the lower limit contributes:

\[
\int_{\|x\|>a}\|x\|^{2}\|x\|^{-p}\,d^2x=2\pi\,\frac{a^{4-p}}{p-4},\qquad
\int_{\|x\|>a}\|x\|^{-p}\,d^2x=2\pi\,\frac{a^{2-p}}{p-2}.
\]

Since \(a^{4-p}=a^2a^{2-p}\), the factors \(2\pi\) and \(a^{2-p}\) cancel in the quotient:

\[
\langle r^2\rangle=a^2\,\frac{p-2}{p-4}.
\]

In the code `hN` and `hD` are these two integrals, with the exponents still written as `3 - p + 1` and `1 - p + 1`. The steps `h1` and `h2` extract the common power \(a^{2-p}\), which is then replaced by a single nonzero symbol `A`, and `field_simp` carries out the cancellation.

```lean
/-- For `p > 4` and core size `a > 0`, pairs with weight `r^(-p)` have mean square separation
`a² (p - 2) / (p - 4)`. -/
theorem meanSquareSeparation_powerLaw {a p : ℝ} (ha : 0 < a) (hp : 4 < p) :
    meanSquareSeparation a (fun r => r ^ (-p)) = a ^ 2 * (p - 2) / (p - 4) := by
  -- the two radial integrals
  have hN : ∫ x in outside a, ‖x‖ ^ 2 * ‖x‖ ^ (-p) =
      2 * Real.pi * (-a ^ (3 - p + 1) / (3 - p + 1)) := by
    rw [← integral_Ioi_rpow_of_lt (show 3 - p < -1 by linarith) ha]
    refine (integral_radial ha.le (fun r => r ^ 2 * r ^ (-p))).trans ?_
    congr 1
    exact setIntegral_congr_fun measurableSet_Ioi fun r hr => moment_power (ha.trans hr) p
  have hD : ∫ x in outside a, ‖x‖ ^ (-p) =
      2 * Real.pi * (-a ^ (1 - p + 1) / (1 - p + 1)) := by
    rw [← integral_Ioi_rpow_of_lt (show 1 - p < -1 by linarith) ha]
    refine (integral_radial ha.le (fun r => r ^ (-p))).trans ?_
    congr 1
    exact setIntegral_congr_fun measurableSet_Ioi fun r hr => norm_power (ha.trans hr) p
  -- their powers of the core size differ by `a²`
  have h1 : a ^ (3 - p + 1) = a ^ 2 * a ^ (2 - p) := by
    rw [show 3 - p + 1 = ((2 : ℕ) : ℝ) + (2 - p) by push_cast; ring, Real.rpow_add ha,
      Real.rpow_natCast]
  have h2 : a ^ (1 - p + 1) = a ^ (2 - p) := by
    congr 1
    ring
  have hA : a ^ (2 - p) ≠ 0 := (Real.rpow_pos_of_pos ha _).ne'
  have h4 : p - 4 ≠ 0 := by linarith
  have h5 : p - 2 ≠ 0 := by linarith
  have hpi := Real.pi_ne_zero
  simp only [meanSquareSeparation]
  rw [hN, hD, h1, h2, show 3 - p + 1 = -(p - 4) by ring, show 1 - p + 1 = -(p - 2) by ring]
  generalize a ^ (2 - p) = A at hA ⊢
  simp only [neg_div_neg_eq]
  field_simp
```

Take \(a=1\) and \(p=6\) as an example. The numerator is \(\int_1^\infty r^{-3}\,dr=\tfrac12\) and the denominator is \(\int_1^\infty r^{-5}\,dr=\tfrac14\), so \(\langle r^2\rangle=2\). The formula gives \((6-2)/(6-4)=2\) as well. The root mean square separation is \(\sqrt2\approx1.41\) core sizes, which describes a tightly bound pair.

## Normalisable weight, divergent second moment

For \(2<p\le4\) the two thresholds separate. The pair still has a proper probability distribution, but large separations carry enough weight to make the second moment diverge. At \(a=1\) and \(p=3\), for instance, restricting the separations to \(1<r<R\) gives

\[
\frac{\int_1^R dr}{\int_1^R r^{-2}\,dr}=\frac{R-1}{1-1/R}=R,
\]

so the mean square separation grows in proportion to the cut-off.

The theorem below is named for unbinding in this sense: the pair has no finite mean square size. It makes no statement about a phase transition or about the free energy of the crystal. Its proof reads off the two criteria at the given \(p\).

```lean
/-- For `2 < p ≤ 4` and core size `a > 0`, the pair weight `r^(-p)` is normalizable but its
second moment is not integrable. -/
theorem unbinding {a p : ℝ} (ha : 0 < a) (h2 : 2 < p) (h4 : p ≤ 4) :
    IntegrableOn (fun x : Plane => ‖x‖ ^ (-p)) (outside a) ∧
      ¬ IntegrableOn (fun x : Plane => ‖x‖ ^ 2 * ‖x‖ ^ (-p)) (outside a) :=
  ⟨(normalizable_iff ha p).2 h2, fun h => not_lt_of_ge h4 ((secondMoment_iff ha p).1 h)⟩
```

## The exponent as a ratio of energy to temperature

Writing \(\log(r/a)=\log r-\log a\) in the Boltzmann factor gives

\[
\exp\!\left(-\frac{E_0+J\log(r/a)}{T}\right)=\exp\!\left(\frac{J\log a-E_0}{T}\right)r^{-J/T}.
\]

The first factor does not depend on \(r\), and the second is the power law with \(p=J/T\). A stronger attraction or a lower temperature makes the decay steeper.

```lean
/-- For `a, r > 0`, the Boltzmann weight of a logarithmically bound pair is a constant times
`r^(-J/T)`. -/
theorem boltzmannWeight_eq {a r : ℝ} (ha : 0 < a) (hr : 0 < r) (E₀ J T : ℝ) :
    boltzmannWeight E₀ J T a r =
      Real.exp ((J * Real.log a - E₀) / T) * r ^ (-(J / T)) := by
  rw [boltzmannWeight, Real.log_div hr.ne' ha.ne', Real.rpow_def_of_pos hr, ← Real.exp_add]
  congr 1
  ring
```

The constant factor appears in both the numerator and the denominator of the average and cancels, so the core energy \(E_0\) has no effect on the mean square separation. It would affect the number of pairs, which is not modelled. Inserting \(p=J/T\) and multiplying above and below by \(T\) yields

\[
\langle r^2\rangle=a^2\,\frac{J/T-2}{J/T-4}=a^2\,\frac{J-2T}{J-4T}\qquad(0<4T<J).
\]

The step `hc` is the cancellation: the quotient for the pure power law is expanded by the nonzero constant, which is then moved inside both integrals. The remaining rewriting applies the power-law result and clears the fractions with denominator \(T\).

```lean
/-- For `a > 0` and `0 < 4T < J`, logarithmically bound pairs have mean square separation
`a² (J - 2T) / (J - 4T)`. -/
theorem meanSquareSeparation_thermal {a J T : ℝ} (ha : 0 < a) (hT : 0 < T) (hJ : 4 * T < J)
    (E₀ : ℝ) :
    meanSquareSeparation a (boltzmannWeight E₀ J T a) =
      a ^ 2 * (J - 2 * T) / (J - 4 * T) := by
  have hp : 4 < J / T := (lt_div_iff₀ hT).2 hJ
  -- the constant prefactor cancels between numerator and denominator
  have hc : meanSquareSeparation a (boltzmannWeight E₀ J T a) =
      meanSquareSeparation a (fun r => r ^ (-(J / T))) := by
    simp only [meanSquareSeparation]
    symm
    rw [← mul_div_mul_left _ _ (Real.exp_ne_zero ((J * Real.log a - E₀) / T)),
      ← integral_const_mul, ← integral_const_mul]
    congr 1
    · refine setIntegral_congr_fun (measurableSet_outside a) fun x hx => ?_
      simp only [boltzmannWeight_eq ha (ha.trans hx)]
      ring
    · exact setIntegral_congr_fun (measurableSet_outside a) fun x hx =>
        (boltzmannWeight_eq ha (ha.trans hx) E₀ J T).symm
  rw [hc, meanSquareSeparation_powerLaw ha hp,
    show J / T - 2 = (J - 2 * T) / T by field_simp,
    show J / T - 4 = (J - 4 * T) / T by field_simp,
    ← mul_div_assoc, div_div_div_cancel_right₀ hT.ne']
```

As \(T\) rises towards \(J/4\), the denominator tends to zero and the mean square separation grows without bound. The last theorem identifies the same temperature through integrability: for \(a,T>0\) the second moment converges exactly when \(4T<J\). A nonzero constant factor does not change whether a function is integrable, so the criterion \(p>4\) carries over with \(p=J/T\).

```lean
/-- For `a, T > 0`, the second moment of the Boltzmann pair weight is integrable exactly when
`4T < J`. -/
theorem thermal_secondMoment_iff {a T : ℝ} (ha : 0 < a) (hT : 0 < T) (E₀ J : ℝ) :
    IntegrableOn (fun x : Plane => ‖x‖ ^ 2 * boltzmannWeight E₀ J T a ‖x‖) (outside a) ↔
      4 * T < J := by
  rw [← lt_div_iff₀ hT, ← secondMoment_iff ha (J / T)]
  refine Iff.trans (integrableOn_congr_fun (fun x hx => ?_) (measurableSet_outside a))
    (integrable_const_mul_iff
      (Real.exp_ne_zero ((J * Real.log a - E₀) / T)).isUnit _)
  simp only [boltzmannWeight_eq ha (ha.trans hx)]
  ring

end

end DislocationUnbinding
```

For a two-dimensional Wigner crystal, whose melting may proceed through the unbinding of dislocation pairs, this gives the estimate \(T=J/4\) for the temperature at which the mean square pair size diverges, within a classical model of one isolated pair with constant \(J\). In a real crystal other pairs screen the attraction and make its effective strength depend on distance and temperature. The elastic energy also depends on the angle between the separation and the Burgers vectors, whereas the weight used here depends on distance alone.

```lean
#print axioms DislocationUnbinding.meanSquareSeparation_powerLaw
#print axioms DislocationUnbinding.unbinding
#print axioms DislocationUnbinding.meanSquareSeparation_thermal
#print axioms DislocationUnbinding.thermal_secondMoment_iff
```

```
'DislocationUnbinding.meanSquareSeparation_powerLaw' depends on axioms: [propext, Classical.choice, Quot.sound]
'DislocationUnbinding.unbinding' depends on axioms: [propext, Classical.choice, Quot.sound]
'DislocationUnbinding.meanSquareSeparation_thermal' depends on axioms: [propext, Classical.choice, Quot.sound]
'DislocationUnbinding.thermal_secondMoment_iff' depends on axioms: [propext, Classical.choice, Quot.sound]
```
